# The maximum of the rigid-rotor population (2J + 1) exp(−bJ(J + 1))

The quantum number J of a rotor is an integer, and a derivative needs a real variable, so the formal statement continues J to a real x, finds the maximum there, and returns to the integers afterwards. A rigid linear rotor with rotational constant B has energies B J(J + 1) and degeneracies 2J + 1. With Boltzmann's constant k, temperature T and b = B/(kT), the continued weight and the candidate position of its maximum are

f(x) = (2x + 1) exp(−b x(x + 1))

x₀ = 1/√(2b) − 1/2

These are `population b x` and `peak b`. The Boltzmann form is a definition here. The occupied fraction of level J is f(J)/q, where the partition function q = f(0) + f(1) + … is the same for all levels; q is absent from the file. The result narrows the most occupied rotational level of a gas in equilibrium to two neighbouring values of J, for a rigid linear rotor without centrifugal distortion or nuclear-spin weights.

```lean
import Mathlib

open Set

namespace RotorPopulation

noncomputable section

/-- Unnormalised Boltzmann population of a rigid linear rotor: degeneracy `2x + 1` times
`exp (-b x (x + 1))`, with `b = B / kT` and the quantum number continued to real `x`. -/
def population (b x : ℝ) : ℝ := (2 * x + 1) * Real.exp (-b * (x * (x + 1)))

/-- The value `x₀ = 1 / √(2b) - 1/2` of the continuous rotational quantum number. -/
def peak (b : ℝ) : ℝ := 1 / Real.sqrt (2 * b) - 1 / 2
```

## No hypothesis: the derivative

Since x(x + 1) has derivative 2x + 1, the product and chain rules give, for all real b and x,

f′(x) = [2 − (2x + 1) · b(2x + 1)] exp(−b x(x + 1)) = [2 − b(2x + 1)²] exp(−b x(x + 1))

In the proof `h1` differentiates the degeneracy, `h2` the exponent, and `ring` collects the terms.

```lean
/-- The derivative of the population with respect to `x` is
`(2 - b (2x + 1)²) exp (-b x (x + 1))`. -/
theorem hasDerivAt_population (b x : ℝ) :
    HasDerivAt (population b)
      ((2 - b * (2 * x + 1) ^ 2) * Real.exp (-b * (x * (x + 1)))) x := by
  have h1 : HasDerivAt (fun y : ℝ => 2 * y + 1) (2 * 1) x :=
    ((hasDerivAt_id' x).const_mul (2 : ℝ)).add_const 1
  have h2 : HasDerivAt (fun y : ℝ => -b * (y * (y + 1)))
      (-b * (1 * (x + 1) + x * 1)) x :=
    ((hasDerivAt_id' x).fun_mul ((hasDerivAt_id' x).add_const 1)).const_mul (-b)
  exact (h1.fun_mul h2.exp).congr_deriv (by ring)
```

## b > 0

This means positive B and positive finite T. Its first use is to make √(2b) positive:

2x₀ + 1 = 2/√(2b) > 0

b(2x₀ + 1)² = 4b/(2b) = 2

In `peak_spec` the `positivity` calls use it.

```lean
/-- For `b > 0` the degeneracy factor at `x₀` is positive and satisfies
`b (2x₀ + 1)² = 2`. -/
theorem peak_spec {b : ℝ} (hb : 0 < b) :
    0 < 2 * peak b + 1 ∧ b * (2 * peak b + 1) ^ 2 = 2 := by
  have hs : 0 < Real.sqrt (2 * b) := Real.sqrt_pos.mpr (by positivity)
  have hs2 : Real.sqrt (2 * b) ^ 2 = 2 * b := Real.sq_sqrt (by positivity)
  have hp : 2 * peak b + 1 = 2 / Real.sqrt (2 * b) := by
    unfold peak
    ring
  rw [hp]
  refine ⟨by positivity, ?_⟩
  rw [div_pow, hs2, ← mul_div_assoc, div_eq_iff (by positivity)]
  ring
```

Its second use is to multiply inequalities by b without reversing them. For −1/2 < x < x₀,

0 < 2x + 1 < 2x₀ + 1, so b(2x + 1)² < 2 and f′(x) > 0

and for x > x₀,

2x + 1 > 2x₀ + 1 > 0, so b(2x + 1)² > 2 and f′(x) < 0

In each branch of `population_unimodal`, `h3` squares and `h4` multiplies by b. The theorem states strict increase on [−1/2, x₀] and strict decrease on [x₀, ∞). At b = 0 the weight 2x + 1 rises for ever, and the second claim is false although Lean's 1/0 = 0 still assigns `peak` the value −1/2.

The proof turns on `strictMonoOn_of_deriv_pos` and `strictAntiOn_of_deriv_neg`, the mean value theorem in monotonicity form. They take a convex set, continuity on all of it (`hc`), and the sign of the derivative on its interior only. Because f′(x₀) = 0, a sign condition at the endpoint would fail; `interior_Icc` and `interior_Ici` remove the endpoints from the condition while the conclusion keeps them.

```lean
/-- For `b > 0` the rotational population is strictly increasing on `[-1/2, x₀]` and strictly
decreasing on `[x₀, ∞)`. -/
theorem population_unimodal {b : ℝ} (hb : 0 < b) :
    StrictMonoOn (population b) (Icc (-1 / 2) (peak b)) ∧
      StrictAntiOn (population b) (Ici (peak b)) := by
  obtain ⟨hu, hb2⟩ := peak_spec hb
  have hc : Continuous (population b) :=
    continuous_iff_continuousAt.mpr fun x => (hasDerivAt_population b x).continuousAt
  constructor
  · apply strictMonoOn_of_deriv_pos (convex_Icc _ _) hc.continuousOn
    intro x hx
    rw [interior_Icc] at hx
    obtain ⟨h1, h2⟩ := hx
    rw [(hasDerivAt_population b x).deriv]
    -- below the peak the growth of the degeneracy wins
    have h3 : (2 * x + 1) ^ 2 < (2 * peak b + 1) ^ 2 :=
      pow_lt_pow_left₀ (by linarith) (by linarith) (by norm_num)
    have h4 := mul_lt_mul_of_pos_left h3 hb
    exact mul_pos (by linarith) (Real.exp_pos _)
  · apply strictAntiOn_of_deriv_neg (convex_Ici _) hc.continuousOn
    intro x hx
    rw [interior_Ici] at hx
    have h2 : peak b < x := hx
    rw [(hasDerivAt_population b x).deriv]
    -- above the peak the Boltzmann factor wins
    have h3 : (2 * peak b + 1) ^ 2 < (2 * x + 1) ^ 2 :=
      pow_lt_pow_left₀ (by linarith) hu.le (by norm_num)
    have h4 := mul_lt_mul_of_pos_left h3 hb
    exact mul_neg_of_neg_of_pos (by linarith) (Real.exp_pos _)
```

## x ≥ −1/2 and x ≠ x₀

The lower end is where the degeneracy vanishes, and it supplies 0 ≤ 2x + 1 for the squaring. Some lower end is needed for the increase: at b = 2, where x₀ = 0, f(−2) = −3e⁻⁴ exceeds f(−1) = −1. In `population_lt_peak`, which gives f(x) < f(x₀), `hx` places x on the rising interval and `hne` splits into x < x₀ and x > x₀; at x = x₀ the strict inequality is false. For this maximum alone `hx` is dispensable, since f is negative below −1/2.

```lean
/-- For `b > 0` the population at any `x ≥ -1/2` other than `x₀` is strictly smaller than the
population at `x₀`. -/
theorem population_lt_peak {b x : ℝ} (hb : 0 < b) (hx : -1 / 2 ≤ x) (hne : x ≠ peak b) :
    population b x < population b (peak b) := by
  obtain ⟨hmono, hanti⟩ := population_unimodal hb
  rcases lt_or_gt_of_ne hne with h | h
  · exact hmono ⟨hx, h.le⟩ ⟨le_trans hx h.le, le_rfl⟩ h
  · exact hanti (mem_Ici.mpr le_rfl) (mem_Ici.mpr h.le) h
```

## J ≠ m and J ≠ m + 1

Let m be `⌊peak b⌋₊`, the integer part of x₀, taken as 0 when x₀ < 0. For J < m, both J and m lie in [−1/2, x₀], so f(J) < f(m). For J > m + 1, x₀ < m + 1 < J gives f(J) < f(m + 1). Either way

f(J) < max(f(m), f(m + 1))

Both exclusions are needed in a statement for every b > 0: the more populated of the two levels equals the right-hand side, and which one that is depends on b. The bound m ≤ x₀ fails for negative x₀, so the first branch derives `hp`, 1 ≤ x₀, from m > 0 before using it. The theorem leaves open which of m and m + 1 wins.

```lean
/-- Let `b > 0` and `m = ⌊x₀⌋` (taken as `0` when `x₀ < 0`). Every level `J` other than `m` and
`m + 1` is strictly less populated than the more populated of these two levels. -/
theorem most_populated_level {b : ℝ} (hb : 0 < b) (J : ℕ)
    (h0 : J ≠ ⌊peak b⌋₊) (h1 : J ≠ ⌊peak b⌋₊ + 1) :
    population b J <
      max (population b (⌊peak b⌋₊ : ℝ)) (population b ((⌊peak b⌋₊ : ℝ) + 1)) := by
  obtain ⟨hmono, hanti⟩ := population_unimodal hb
  rcases lt_or_gt_of_ne h0 with h | h
  · -- levels below `m` lie on the rising branch
    have hm : 0 < ⌊peak b⌋₊ := by omega
    have hp : 1 ≤ peak b := Nat.floor_pos.mp hm
    have hle : (⌊peak b⌋₊ : ℝ) ≤ peak b := Nat.floor_le (by linarith)
    have hJ : (J : ℝ) < (⌊peak b⌋₊ : ℝ) := by exact_mod_cast h
    have hJ0 : (0 : ℝ) ≤ J := Nat.cast_nonneg J
    exact lt_max_of_lt_left
      (hmono ⟨by linarith, by linarith⟩ ⟨by linarith, hle⟩ hJ)
  · -- levels above `m + 1` lie on the falling branch
    have h' : ⌊peak b⌋₊ + 1 < J := by omega
    have hJ : (⌊peak b⌋₊ : ℝ) + 1 < J := by exact_mod_cast h'
    have hlt : peak b < (⌊peak b⌋₊ : ℝ) + 1 := Nat.lt_floor_add_one _
    exact lt_max_of_lt_right
      (hanti (mem_Ici.mpr hlt.le) (mem_Ici.mpr (hlt.trans hJ).le) hJ)
```

## No hypothesis: neighbouring levels

The exponents of levels J and J + 1 differ by b[(J + 1)(J + 2) − J(J + 1)] = 2b(J + 1), which is `hE`. Cancelling the common positive exponential and taking the natural logarithm gives, for every real b,

f(J) < f(J + 1) ⇔ (2J + 1) exp(2b(J + 1)) < 2J + 3 ⇔ b < ln((2J + 3)/(2J + 1)) / (2(J + 1))

The `rw` chain undoes the division and the logarithm, and `generalize` renames the two exponentials `A` and `C`, leaving polynomial inequalities.

For J = 0 the threshold is (ln 3)/2 ≈ 0.549, and at equality levels 0 and 1 tie. Rounding x₀ to the nearest integer can therefore pick the wrong level: b = 0.52 gives x₀ ≈ 0.48, which rounds to 0, yet f(1) = 3e^(−1.04) ≈ 1.06 exceeds f(0) = 1.

```lean
/-- Level `J + 1` is more populated than level `J` exactly when
`b < log ((2J + 3) / (2J + 1)) / (2 (J + 1))`. -/
theorem population_lt_succ_iff (b : ℝ) (J : ℕ) :
    population b J < population b ((J : ℝ) + 1) ↔
      b < Real.log ((2 * (J : ℝ) + 3) / (2 * J + 1)) / (2 * ((J : ℝ) + 1)) := by
  -- the level spacing is `2 b (J + 1)`
  have hE : Real.exp (-b * ((J : ℝ) * (J + 1))) =
      Real.exp (-b * (((J : ℝ) + 1) * ((J : ℝ) + 1 + 1))) *
        Real.exp (b * (2 * ((J : ℝ) + 1))) := by
    rw [← Real.exp_add]
    congr 1
    ring
  have hA := Real.exp_pos (-b * (((J : ℝ) + 1) * ((J : ℝ) + 1 + 1)))
  rw [lt_div_iff₀ (show (0 : ℝ) < 2 * ((J : ℝ) + 1) by positivity),
    Real.lt_log_iff_exp_lt (show (0 : ℝ) < (2 * (J : ℝ) + 3) / (2 * J + 1) by positivity),
    lt_div_iff₀ (show (0 : ℝ) < 2 * (J : ℝ) + 1 by positivity)]
  unfold population
  rw [hE]
  generalize Real.exp (-b * (((J : ℝ) + 1) * ((J : ℝ) + 1 + 1))) = A at hA ⊢
  generalize Real.exp (b * (2 * ((J : ℝ) + 1))) = C
  constructor
  · intro h
    by_contra hc
    have h2 := mul_le_mul_of_nonneg_left (not_lt.mp hc) hA.le
    nlinarith
  · intro h
    have h2 := mul_lt_mul_of_pos_left h hA
    nlinarith
```

## b ≥ 2

This is the cold regime kT ≤ B/2. If x₀ were positive, then (2x₀ + 1)² > 1 and 2 = b(2x₀ + 1)² > b ≥ 2, a contradiction; this is `hp`. All integers J ≥ 0 then lie on the falling branch, and f(0) > f(1) > f(2) > …. At b = 1/2 the ordering fails, since f(1) = 3/e > 1. The bound 2 is sufficient without being sharp: the neighbour thresholds fall with J, so b > (ln 3)/2 would already do, an observation that, like the numerical examples above, no theorem here states.

```lean
/-- Low temperature: for `b ≥ 2` the populations of the levels `J = 0, 1, 2, …` decrease
strictly with `J`. -/
theorem strictAnti_of_two_le {b : ℝ} (hb : 2 ≤ b) :
    StrictAnti fun J : ℕ => population b J := by
  have hb0 : 0 < b := by linarith
  obtain ⟨hu, hb2⟩ := peak_spec hb0
  -- the peak sits at or below `J = 0`
  have hp : peak b ≤ 0 := by
    by_contra hc
    have hpos : 0 < peak b := not_le.mp hc
    have h3 : 1 < (2 * peak b + 1) ^ 2 := by nlinarith
    have h4 := mul_lt_mul_of_pos_left h3 hb0
    linarith
  intro i j hij
  have hlt : (i : ℝ) < j := by exact_mod_cast hij
  exact (population_unimodal hb0).2
    (mem_Ici.mpr (hp.trans (Nat.cast_nonneg i)))
    (mem_Ici.mpr (hp.trans (Nat.cast_nonneg j))) hlt

end

end RotorPopulation
```

```lean
#print axioms RotorPopulation.hasDerivAt_population
#print axioms RotorPopulation.population_lt_peak
#print axioms RotorPopulation.population_lt_succ_iff
#print axioms RotorPopulation.strictAnti_of_two_le
```

```
'RotorPopulation.hasDerivAt_population' depends on axioms: [propext, Classical.choice, Quot.sound]
'RotorPopulation.population_lt_peak' depends on axioms: [propext, Classical.choice, Quot.sound]
'RotorPopulation.population_lt_succ_iff' depends on axioms: [propext, Classical.choice, Quot.sound]
'RotorPopulation.strictAnti_of_two_le' depends on axioms: [propext, Classical.choice, Quot.sound]
```
